# Additive perturbation energies, order by order, for two non-interacting systems with a nondegenerate reference

## A spurious interaction between distant fragments

Suppose that the fourth-order energy of two molecules that do not interact differed from the sum of their separate fourth-order energies. An interaction energy obtained by subtraction would then contain a term with no physical origin. The complete Rayleigh–Schrödinger series has no such term at any order, provided that the zeroth-order Hamiltonian of the combined system is the sum of those of the molecules and that its reference level is nondegenerate.

This bears on perturbative electronic-structure methods of Møller–Plesset type, within a model of two non-interacting fragments, each with finitely many states, whose zeroth-order Hamiltonians add. Size extensivity in general also concerns how the energy of an interacting system scales with its size. What is proved here is additivity for two uncoupled subsystems.

## Two monomers and their dimer

Let $x$ be a formal coupling parameter, and let

$$A = D_A + xV_A,\qquad B = D_B + xV_B,$$

where $D_A$ and $D_B$ are diagonal with real entries $d_{A,i}$ and $d_{B,j}$. The entries of $V_A$ and $V_B$ are real power series in $x$. The dimer Hamiltonian is $A\otimes 1 + 1\otimes B$.

Choose reference states $o$ of $A$ and $o'$ of $B$. Eigenvectors are in intermediate normalisation: their reference component is 1. The hypothesis on the spectrum is

$$d_{A,i}+d_{B,j}\neq d_{A,o}+d_{B,o'}\quad\text{for all }(i,j)\neq(o,o').$$

Physically, no other product state has the zeroth-order energy of the reference, so no energy denominator vanishes.

If $(E_A,a)$, $(E_B,b)$ and $(E,c)$ are such eigenpairs of $A$, $B$ and the dimer, then the coefficients of every power $x^k$ satisfy $E^{(k)}=E_A^{(k)}+E_B^{(k)}$, and $c_{ij}=a_ib_j$.

## The eigenvalue equation as a fixed point

Take any $H=D+xV$ with $d_i\neq d_o$ for $i\neq o$, and let $Hc=Ec$ with $c_o=1$. The reference row gives

$$E=d_o+x(Vc)_o .$$

Row $i\neq o$ reads $d_ic_i+x(Vc)_i=Ec_i$. Inserting $E$ and dividing by $d_i-d_o$ gives

$$c_i=\frac{x}{d_i-d_o}\bigl[(Vc)_o\,c_i-(Vc)_i\bigr].$$

The update of a trial vector $c$ sets its reference component to 1 and every other component to the right-hand side of this equation. The steps above can be reversed, so normalised eigenpairs are exactly the fixed points of this update, with $E$ given by the reference row.

## One order gained per update

Let $c$ and $c'$ be trial vectors whose difference is divisible by $x^k$, so that their coefficients of orders $0,\dots,k-1$ agree. Then $Vc-Vc'$ is divisible by $x^k$, and so is

$$(Vc)_oc_i-(Vc')_oc'_i=\bigl[(Vc)_o-(Vc')_o\bigr]c_i+(Vc')_o(c_i-c'_i).$$

The prefactor $x$ in the update makes the difference of the updated vectors divisible by $x^{k+1}$.

Two fixed points therefore agree to every order, and the eigenpair is unique. For existence, start from the zero vector and iterate. The coefficient of $x^k$ no longer changes from iterate $k+1$ onwards, and the settled coefficients define a fixed point.

## The product vector solves the dimer problem

Each Hamiltonian acts on its own factor:

$$(A\otimes1+1\otimes B)(a\otimes b)=(Aa)\otimes b+a\otimes(Bb)=(E_A+E_B)\,a\otimes b .$$

The reference component is $1\cdot1=1$. Moreover,

$$A\otimes1+1\otimes B=(D_A\otimes1+1\otimes D_B)+x\,(V_A\otimes1+1\otimes V_B),$$

which again has the form $D+xV$, with diagonal entries $d_{A,i}+d_{B,j}$. By uniqueness, $c=a\otimes b$ and $E=E_A+E_B$.

## Two two-level systems through fourth order

Let both monomers have levels 0 and 2, coupled by $x$. With excited amplitude $t$, the equations are $E=xt$ and $2t+x=Et$. They give $t=-\tfrac12x+\tfrac18x^3+\cdots$ and $E=-\tfrac12x^2+\tfrac18x^4+\cdots$.

In the dimer, let $t$ be the amplitude of each singly excited state and $q$ that of the doubly excited one. Then

$$E=2xt,\qquad 2t+x(1+q)=Et,\qquad 4q+2xt=Eq .$$

Solving order by order gives $q=\tfrac14x^2+\cdots$, which is the leading part of the product of the monomer amplitudes, and $E=-x^2+\tfrac14x^4+\cdots$, twice the monomer energy. If the doubly excited state is left out, the fourth-order coefficient becomes $\tfrac12$ and additivity is lost.

## Nondegenerate monomers, degenerate dimer

Nondegeneracy of each monomer separately does not guarantee the product form of $c$. Take levels $0,1$ for $A$ and $0,-1$ for $B$, with reference energy 0 in both and no perturbation. Each monomer reference is nondegenerate, yet the dimer state with both monomers in their other level also has energy $1-1=0$. Adding any multiple of it to the reference state gives another eigenvector with reference component 1. The energy is still additive here, and it is so whenever both monomer references are nondegenerate: project the dimer equation on the product of the monomers' left eigenvectors. That extension is not proved in the Lean code, which assumes the condition on the sums and obtains the energy and the vector together. The condition on the sums implies the monomer conditions, as one sees by keeping one monomer in its reference state. The converse holds when both references are the lowest levels.

## The statement in Lean

The type `ℝ⟦X⟧` consists of formal power series, so nothing is said about convergence at a physical value of the coupling. The finite types `m` and `n` label the monomer states, and pairs in `m × n` label the dimer states.

- `hamiltonian d V` is $D+xV$. `V` need not be symmetric.
- `dimer A B` is $A\otimes1+1\otimes B$. There is no coupling between the fragments and no antisymmetrisation of electrons across them.
- `IsRefEigenpair H o E c` says that `c o = 1` and $Hc=Ec$.

In `energy_additive_order_by_order`, `hd` is the nondegeneracy condition on the dimer, and `hA`, `hB` and `hAB` supply the three eigenpairs. The conclusion equates `coeff k E` with `coeff k EA + coeff k EB` for every `k` and gives the product form of `c`. The eigenpairs are assumed in this theorem; `refEigenpair_exists` provides them for nondegenerate references.

```lean
import Mathlib

open PowerSeries (X C coeff)
open scoped PowerSeries Matrix Kronecker

namespace PerturbativeSizeExtensivity

noncomputable section

variable {m n : Type*} [Fintype m] [DecidableEq m] [Fintype n] [DecidableEq n]

/-- The Hamiltonian `D + x V`: real diagonal zeroth-order energies `d` plus the formal coupling
`x` times a perturbation `V`, which may itself depend on `x`. -/
def hamiltonian (d : m → ℝ) (V : Matrix m m ℝ⟦X⟧) : Matrix m m ℝ⟦X⟧ :=
  Matrix.diagonal (fun i => C (d i)) + (X : ℝ⟦X⟧) • V

/-- The Hamiltonian `A ⊗ 1 + 1 ⊗ B` of two non-interacting subsystems. -/
def dimer (A : Matrix m m ℝ⟦X⟧) (B : Matrix n n ℝ⟦X⟧) : Matrix (m × n) (m × n) ℝ⟦X⟧ :=
  A ⊗ₖ (1 : Matrix n n ℝ⟦X⟧) + (1 : Matrix m m ℝ⟦X⟧) ⊗ₖ B

/-- `c` is an eigenvector of `H` with energy series `E`, in intermediate normalisation: its
component on the reference state `o` is 1. -/
structure IsRefEigenpair (H : Matrix m m ℝ⟦X⟧) (o : m) (E : ℝ⟦X⟧) (c : m → ℝ⟦X⟧) : Prop where
  ref : c o = 1
  eig : H *ᵥ c = E • c

/-- The Rayleigh-Schrödinger update of a trial vector, with energy denominators `d i - d o`. -/
def rsStep (d : m → ℝ) (V : Matrix m m ℝ⟦X⟧) (o : m) (c : m → ℝ⟦X⟧) : m → ℝ⟦X⟧ := fun i =>
  if i = o then 1 else C ((d i - d o)⁻¹) * (X * ((V *ᵥ c) o * c i - (V *ᵥ c) i))

lemma hamiltonian_mulVec (d : m → ℝ) (V : Matrix m m ℝ⟦X⟧) (c : m → ℝ⟦X⟧) (i : m) :
    (hamiltonian d V *ᵥ c) i = C (d i) * c i + X * (V *ᵥ c) i := by
  simp [hamiltonian, Matrix.add_mulVec, Matrix.smul_mulVec, Matrix.mulVec_diagonal]

lemma eq_of_forall_dvd {f g : ℝ⟦X⟧} (h : ∀ k : ℕ, (X : ℝ⟦X⟧) ^ k ∣ f - g) : f = g := by
  ext k
  have hk := PowerSeries.X_pow_dvd_iff.mp (h (k + 1)) k (Nat.lt_succ_self k)
  rw [map_sub] at hk
  exact sub_eq_zero.mp hk

/-- For a nondegenerate reference level, the normalised eigenpairs are exactly the fixed points of
the Rayleigh-Schrödinger update, with the energy given by projection on the reference. -/
theorem isRefEigenpair_iff {d : m → ℝ} {V : Matrix m m ℝ⟦X⟧} {o : m}
    (hd : ∀ i, i ≠ o → d i ≠ d o) {E : ℝ⟦X⟧} {c : m → ℝ⟦X⟧} :
    IsRefEigenpair (hamiltonian d V) o E c ↔
      E = C (d o) + X * (V *ᵥ c) o ∧ rsStep d V o c = c := by
  have hinv : ∀ i, i ≠ o → C ((d i - d o)⁻¹) * (C (d i) - C (d o)) = (1 : ℝ⟦X⟧) := by
    intro i hi
    rw [← map_sub, ← map_mul, inv_mul_cancel₀ (sub_ne_zero.mpr (hd i hi)), map_one]
  constructor
  · rintro ⟨h0, he⟩
    -- the reference row gives the energy, the other rows give the amplitudes
    have hE := congrFun he o
    rw [hamiltonian_mulVec, Pi.smul_apply, smul_eq_mul, h0, mul_one, mul_one] at hE
    refine ⟨hE.symm, funext fun i => ?_⟩
    by_cases hi : i = o
    · rw [hi, h0]; simp [rsStep]
    · have h := congrFun he i
      rw [hamiltonian_mulVec, Pi.smul_apply, smul_eq_mul] at h
      simp only [rsStep, if_neg hi]
      linear_combination (-C ((d i - d o)⁻¹)) * h + C ((d i - d o)⁻¹) * c i * hE
        + c i * hinv i hi
  · rintro ⟨hE, hf⟩
    have h0 : c o = 1 := by
      have h := congrFun hf o
      simpa [rsStep] using h.symm
    refine ⟨h0, funext fun i => ?_⟩
    rw [hamiltonian_mulVec, Pi.smul_apply, smul_eq_mul, hE]
    by_cases hi : i = o
    · rw [hi, h0]; ring
    · have h := congrFun hf i
      simp only [rsStep, if_neg hi] at h
      linear_combination (-(C (d i) - C (d o))) * h
        + X * ((V *ᵥ c) o * c i - (V *ᵥ c) i) * hinv i hi

/-- If two trial vectors agree through the first `k` orders, their Rayleigh-Schrödinger updates
agree through one order more. -/
theorem rsStep_gains_order (d : m → ℝ) (V : Matrix m m ℝ⟦X⟧) (o : m) {c c' : m → ℝ⟦X⟧} {k : ℕ}
    (h : ∀ i, (X : ℝ⟦X⟧) ^ k ∣ c i - c' i) (i : m) :
    (X : ℝ⟦X⟧) ^ (k + 1) ∣ rsStep d V o c i - rsStep d V o c' i := by
  have hV : ∀ i, (X : ℝ⟦X⟧) ^ k ∣ (V *ᵥ c) i - (V *ᵥ c') i := by
    intro i
    have e : (V *ᵥ c) i - (V *ᵥ c') i = ∑ j, V i j * (c j - c' j) := by
      simp [Matrix.mulVec, dotProduct, mul_sub, Finset.sum_sub_distrib]
    rw [e]
    exact Finset.dvd_sum fun j _ => Dvd.dvd.mul_left (h j) _
  by_cases hi : i = o
  · simp [rsStep, hi]
  · obtain ⟨u, hu⟩ := h i
    obtain ⟨v, hv⟩ := hV o
    obtain ⟨w, hw⟩ := hV i
    refine ⟨C ((d i - d o)⁻¹) * (v * c i + (V *ᵥ c') o * u - w), ?_⟩
    simp only [rsStep, if_neg hi]
    linear_combination C ((d i - d o)⁻¹) * X * (c i * hv + (V *ᵥ c') o * hu - hw)

/-- A nondegenerate reference level has at most one perturbation series for the energy and the
normalised eigenvector. -/
theorem refEigenpair_unique {d : m → ℝ} {V : Matrix m m ℝ⟦X⟧} {o : m}
    (hd : ∀ i, i ≠ o → d i ≠ d o) {E E' : ℝ⟦X⟧} {c c' : m → ℝ⟦X⟧}
    (h : IsRefEigenpair (hamiltonian d V) o E c)
    (h' : IsRefEigenpair (hamiltonian d V) o E' c') : E = E' ∧ c = c' := by
  rw [isRefEigenpair_iff hd] at h h'
  have key : ∀ (k : ℕ) (i : m), (X : ℝ⟦X⟧) ^ k ∣ c i - c' i := by
    intro k
    induction k with
    | zero => intro i; simp
    | succ k ih =>
      intro i
      have hk := rsStep_gains_order d V o ih i
      rwa [h.2, h'.2] at hk
  have hc : c = c' := funext fun i => eq_of_forall_dvd fun k => key k i
  exact ⟨by rw [h.1, h'.1, hc], hc⟩

/-- A nondegenerate reference level has a perturbation series for the energy and the normalised
eigenvector, whatever the perturbation. -/
theorem refEigenpair_exists {d : m → ℝ} (V : Matrix m m ℝ⟦X⟧) {o : m}
    (hd : ∀ i, i ≠ o → d i ≠ d o) : ∃ E c, IsRefEigenpair (hamiltonian d V) o E c := by
  obtain ⟨s, hs⟩ : ∃ s : ℕ → m → ℝ⟦X⟧, ∀ k, s (k + 1) = rsStep d V o (s k) :=
    ⟨fun k => (rsStep d V o)^[k] 0, fun k => Function.iterate_succ_apply' _ _ _⟩
  have step : ∀ (k : ℕ) (i : m), (X : ℝ⟦X⟧) ^ k ∣ s (k + 1) i - s k i := by
    intro k
    induction k with
    | zero => intro i; simp
    | succ k ih =>
      intro i
      rw [hs (k + 1)]
      nth_rewrite 2 [hs k]
      exact rsStep_gains_order d V o ih i
  have mono : ∀ (k l : ℕ) (i : m), (X : ℝ⟦X⟧) ^ k ∣ s (k + l) i - s k i := by
    intro k l i
    induction l with
    | zero => simp
    | succ l ih =>
      have h := dvd_add ((pow_dvd_pow X (Nat.le_add_right k l)).trans (step (k + l) i)) ih
      rwa [sub_add_sub_cancel] at h
  -- the limit takes its order-k coefficient from iterate k + 1
  obtain ⟨c, hc⟩ : ∃ c : m → ℝ⟦X⟧, ∀ i k, coeff k (c i) = coeff k (s (k + 1) i) :=
    ⟨fun i => PowerSeries.mk fun k => coeff k (s (k + 1) i), fun i k => PowerSeries.coeff_mk _ _⟩
  have lim : ∀ (k : ℕ) (i : m), (X : ℝ⟦X⟧) ^ k ∣ c i - s k i := by
    intro k i
    rw [PowerSeries.X_pow_dvd_iff]
    intro j hj
    obtain ⟨l, rfl⟩ := Nat.exists_eq_add_of_le (Nat.succ_le_of_lt hj)
    have h := PowerSeries.X_pow_dvd_iff.mp (mono (j + 1) l i) j (Nat.lt_succ_self j)
    rw [map_sub] at h ⊢
    rw [hc]
    exact sub_eq_zero.mpr (sub_eq_zero.mp h).symm
  refine ⟨_, c, (isRefEigenpair_iff hd).mpr ⟨rfl, funext fun i => eq_of_forall_dvd fun k => ?_⟩⟩
  have h1 := rsStep_gains_order d V o (lim k) i
  rw [← hs k] at h1
  have h2 := dvd_sub h1 (lim (k + 1) i)
  rw [sub_sub_sub_cancel_right] at h2
  exact (pow_dvd_pow X k.le_succ).trans h2

omit [Fintype m] [Fintype n] in
/-- The dimer of two perturbed monomers is again a perturbed diagonal Hamiltonian, with summed
zeroth-order energies. -/
theorem dimer_hamiltonian (dA : m → ℝ) (dB : n → ℝ) (VA : Matrix m m ℝ⟦X⟧)
    (VB : Matrix n n ℝ⟦X⟧) : dimer (hamiltonian dA VA) (hamiltonian dB VB) =
      hamiltonian (fun p : m × n => dA p.1 + dB p.2) (dimer VA VB) := by
  refine Matrix.ext fun p q => ?_
  obtain ⟨i, j⟩ := p
  obtain ⟨k, l⟩ := q
  by_cases hik : i = k <;> by_cases hjl : j = l <;>
    simp [dimer, hamiltonian, hik, hjl]
  ring

/-- The product of two normalised monomer eigenvectors is a normalised eigenvector of the dimer,
with the sum of the monomer energies. -/
theorem product_isRefEigenpair {A : Matrix m m ℝ⟦X⟧} {B : Matrix n n ℝ⟦X⟧} {o : m} {o' : n}
    {EA EB : ℝ⟦X⟧} {a : m → ℝ⟦X⟧} {b : n → ℝ⟦X⟧}
    (hA : IsRefEigenpair A o EA a) (hB : IsRefEigenpair B o' EB b) :
    IsRefEigenpair (dimer A B) (o, o') (EA + EB) (fun p => a p.1 * b p.2) := by
  refine ⟨by simp [hA.ref, hB.ref], funext fun p => ?_⟩
  obtain ⟨i, j⟩ := p
  -- each monomer Hamiltonian acts on its own factor
  have h : (dimer A B *ᵥ fun p => a p.1 * b p.2) (i, j)
      = (A *ᵥ a) i * b j + a i * (B *ᵥ b) j := by
    simp only [dimer, Matrix.mulVec, dotProduct, Matrix.add_apply, Matrix.kroneckerMap_apply,
      Matrix.one_apply, Fintype.sum_prod_type, add_mul, Finset.sum_add_distrib]
    congr 1
    · rw [Finset.sum_mul]
      refine Finset.sum_congr rfl fun x _ => ?_
      simp only [mul_ite, ite_mul, mul_one, mul_zero, zero_mul, Finset.sum_ite_eq,
        Finset.mem_univ, if_true]
      ring
    · rw [Finset.sum_comm, Finset.mul_sum]
      refine Finset.sum_congr rfl fun y _ => ?_
      simp only [ite_mul, one_mul, zero_mul, Finset.sum_ite_eq, Finset.mem_univ, if_true]
      ring
  rw [h, hA.eig, hB.eig]
  simp only [Pi.smul_apply, smul_eq_mul]
  ring

/-- For two non-interacting subsystems, if the dimer reference level is nondegenerate, the dimer
energy is the sum of the monomer energies at every order in the coupling, and the normalised dimer
eigenvector is the product of the monomer ones. -/
theorem energy_additive_order_by_order {dA : m → ℝ} {dB : n → ℝ} {VA : Matrix m m ℝ⟦X⟧}
    {VB : Matrix n n ℝ⟦X⟧} {o : m} {o' : n}
    (hd : ∀ p : m × n, p ≠ (o, o') → dA p.1 + dB p.2 ≠ dA o + dB o')
    {EA EB E : ℝ⟦X⟧} {a : m → ℝ⟦X⟧} {b : n → ℝ⟦X⟧} {c : m × n → ℝ⟦X⟧}
    (hA : IsRefEigenpair (hamiltonian dA VA) o EA a)
    (hB : IsRefEigenpair (hamiltonian dB VB) o' EB b)
    (hAB : IsRefEigenpair (dimer (hamiltonian dA VA) (hamiltonian dB VB)) (o, o') E c) :
    (∀ k, coeff k E = coeff k EA + coeff k EB) ∧ ∀ i j, c (i, j) = a i * b j := by
  have hP := product_isRefEigenpair hA hB
  rw [dimer_hamiltonian] at hAB hP
  obtain ⟨hE, hc⟩ := refEigenpair_unique hd hAB hP
  exact ⟨fun k => by rw [hE, map_add], fun i j => by rw [hc]⟩

/-- Two degenerate levels coupled by `x`. -/
def degenerateMonomer : Matrix (Fin 2) (Fin 2) ℝ⟦X⟧ :=
  hamiltonian (fun _ => 0) !![0, 1; 1, 0]

/-- The degenerate monomer has a normalised eigenvector of energy `x`, yet the dimer of two such
monomers has one whose energy differs from `x + x`. -/
theorem degenerate_not_additive :
    IsRefEigenpair degenerateMonomer 0 X ![1, 1] ∧
    IsRefEigenpair (dimer degenerateMonomer degenerateMonomer) (0, 0) (-X + -X)
      (fun p => (![1, -1] : Fin 2 → ℝ⟦X⟧) p.1 * (![1, -1] : Fin 2 → ℝ⟦X⟧) p.2) ∧
    (-X + -X : ℝ⟦X⟧) ≠ X + X := by
  have hminus : IsRefEigenpair degenerateMonomer 0 (-X) ![1, -1] := by
    refine ⟨by simp, funext fun i => ?_⟩
    rw [degenerateMonomer, hamiltonian_mulVec]
    fin_cases i <;> simp [Matrix.mulVec, dotProduct, Fin.sum_univ_succ]
  refine ⟨⟨by simp, funext fun i => ?_⟩, product_isRefEigenpair hminus hminus, fun h => ?_⟩
  · rw [degenerateMonomer, hamiltonian_mulVec]
    fin_cases i <;> simp [Matrix.mulVec, dotProduct, Fin.sum_univ_succ]
  · have h1 := congrArg (fun f : ℝ⟦X⟧ => coeff 1 f) h
    simp only [map_add, map_neg, PowerSeries.coeff_one_X] at h1
    norm_num at h1

end

end PerturbativeSizeExtensivity
```

```lean
#print axioms PerturbativeSizeExtensivity.refEigenpair_exists
#print axioms PerturbativeSizeExtensivity.energy_additive_order_by_order
#print axioms PerturbativeSizeExtensivity.degenerate_not_additive
```

```
'PerturbativeSizeExtensivity.refEigenpair_exists' depends on axioms: [propext, Classical.choice, Quot.sound]
'PerturbativeSizeExtensivity.energy_additive_order_by_order' depends on axioms: [propext, Classical.choice, Quot.sound]
'PerturbativeSizeExtensivity.degenerate_not_additive' depends on axioms: [propext, Classical.choice, Quot.sound]
```

## How the proof follows the derivation

`hamiltonian_mulVec` writes out one row of $Hc$. `isRefEigenpair_iff` is the equivalence with the fixed-point equation. Its auxiliary statement `hinv` says that the energy denominator times its inverse is 1, and `linear_combination` combines this with the row equations, as in the division by $d_i-d_o$ above.

`rsStep_gains_order` expresses agreement of two vectors as divisibility of their difference by a power of `X`. It names the quotients `u`, `v` and `w` and exhibits the quotient for the next power, using the same splitting of the product as above. `refEigenpair_unique` applies this by induction on `k`, and `eq_of_forall_dvd` turns agreement at all orders into equality.

In `refEigenpair_exists`, `step` compares consecutive iterates and `mono` compares iterates further apart. The limit `c` takes its coefficient of order `k` from iterate `k + 1`, and `lim` shows that it agrees with iterate `k` modulo `X ^ k`. One more update then shows that `c` is a fixed point.

`dimer_hamiltonian` checks entry by entry that the dimer has the form $D+xV$. `product_isRefEigenpair` evaluates the double sum over dimer states, where the identity matrices leave a single sum for each monomer. It needs no nondegeneracy. The main theorem rewrites the dimer with the first result and applies uniqueness to `hAB` and the product eigenpair.

The last theorem, `degenerate_not_additive`, shows what degeneracy allows. A monomer with two levels at 0 coupled by $x$ has eigenvectors $(1,1)$ and $(1,-1)$, or $(1,\pm1)/\sqrt2$ at unit length, with energies $x$ and $-x$. Both have reference component 1, so this normalisation no longer selects one state. Choosing $(1,1)$ for the monomers and $(1,-1)\otimes(1,-1)$ for the dimer gives $-2x$ where additivity would require $2x$. The proof compares the coefficients of first order.
